# The third-order Zwanzig cumulant expansion for a fixed finite distribution

When I expand the free-energy difference between two systems in powers of the inverse temperature $\beta$, do I hold the reference distribution of the energy gap $dU$ fixed, or let it change with $\beta$? The usual formula is

$$\Delta F \approx k_1-\frac{\beta k_2}{2}+\frac{\beta^2k_3}{6},$$

with $k_1$ the mean of $dU$ in the reference system, $k_2$ its variance and $k_3$ its third central moment. But the Boltzmann weights behind these moments contain $\beta$ themselves, so the "coefficients" move with the expansion parameter. In what sense is this a power series?

## Fixed weights, and a small parameter in the exponent alone

Hold the distribution fixed and let a separate parameter $b$ vary in $\langle e^{-b\,dU}\rangle$. The coefficients are then true constants. In a physical system the same situation arises when $\beta$ is fixed and the perturbation is switched on as $\lambda\,dU$: the reference weights stay put, and $b=\beta\lambda$ is small.

Start with finitely many states $i$ of energy $U_i$, perturbed to $U_i+dU_i$. Let $Z_0$ and $Z_1$ be the two partition functions and $p_i=e^{-\beta U_i}/Z_0$ the reference weights. The Boltzmann factor factorises, so

$$\frac{Z_1}{Z_0}=\sum_i\frac{e^{-\beta U_i}}{Z_0}e^{-\beta\,dU_i}=\langle e^{-\beta\,dU}\rangle_0 .$$

With $F=-\beta^{-1}\ln Z$ this reads $e^{-\beta\Delta F}=\langle e^{-\beta\,dU}\rangle_0$. The same factorisation, with an observable $A$ in the sum, gives

$$\langle A\rangle_1=\frac{\langle A\,e^{-\beta\,dU}\rangle_0}{\langle e^{-\beta\,dU}\rangle_0}.$$

For the expansion, fix any weights with $\sum_i p_i=1$ and measure the gap from its mean, $y_i=dU_i-k_1$, so that $\sum_i p_iy_i=0$. Then

$$\langle e^{-b\,dU}\rangle=e^{-bk_1}(1+u),\qquad u=\sum_i p_ie^{-by_i}-1 .$$

Expanding each exponential to third order, the constant terms cancel and the linear term vanishes:

$$u=\frac{b^2k_2}{2}-\frac{b^3k_3}{6}+O(b^4).$$

Hence $u=O(b^2)$ and $u^2=O(b^4)$. Since $\ln(1+u)=u+O(u^2)$,

$$\ln\langle e^{-b\,dU}\rangle=-bk_1+\frac{b^2k_2}{2}-\frac{b^3k_3}{6}+O(b^4).$$

Dividing by $-b$ leaves an error $O(b^3)$, which is $o(b^2)$:

$$-\frac1b\ln\langle e^{-b\,dU}\rangle=k_1-\frac{bk_2}{2}+\frac{b^2k_3}{6}+o(b^2).$$

For the coupled system, take $p_i$ to be the thermal weights at fixed $\beta\neq0$, set $b=\beta\lambda$ in the logarithm, and multiply by $-1/\beta$:

$$F(\lambda)-F(0)=\lambda k_1-\frac{\beta\lambda^2k_2}{2}+\frac{\beta^2\lambda^3k_3}{6}+O(\lambda^4).$$

This is a power series in $\lambda$ with constant coefficients. The usual formula is its third-order truncation, evaluated at $\lambda=1$.

In Lean, the states form a finite type `ι`, and `U` and `dU` are real functions on it. `partition`, `thermalWeight` and `freeEnergy` are $Z$, the Boltzmann weights and $F$; `mean p x` is $\sum_i p_ix_i$, and `centralMoment n p x` is the $n$-th moment about that mean.

The theorem `zwanzig_cumulant_expansion` says that, for real weights `p` with sum one, the left side of the expansion minus its three terms, divided by $b^2$, tends to zero as $b\to0$. The notation `𝓝[≠] 0` restricts the limit to nonzero $b$, because the formula contains $1/b$. The hypothesis `hp` is only normalisation: the weights need be neither thermal nor positive, since the average is close to one for small $b$ and its logarithm is then the ordinary one. In `freeEnergy_coupling_expansion`, `lam` is $\lambda$, the weights are the thermal ones of `U`, and `=O[𝓝 0]` bounds the error by a constant times $\lambda^4$ near zero. The constant may depend on $\beta$, `U` and `dU`.

The step from this model to a simulated liquid or solid is the replacement of the finite sum by an integral over continuous configurations, where the exponential average and the moments may fail to be finite.

```lean
import Mathlib

open Filter Asymptotics Topology

namespace FreeEnergyPerturbation

noncomputable section

variable {ι : Type*} [Fintype ι]

/-- The canonical partition function of the energies `U` at inverse temperature `β`. -/
def partition (β : ℝ) (U : ι → ℝ) : ℝ := ∑ i, Real.exp (-(β * U i))

/-- The Boltzmann probability of state `i`, for a nonempty state space. -/
def thermalWeight (β : ℝ) (U : ι → ℝ) (i : ι) : ℝ :=
  Real.exp (-(β * U i)) / partition β U

/-- The Helmholtz free energy `-(1/β) ln Z`, for `β ≠ 0` and a nonempty state space. -/
def freeEnergy (β : ℝ) (U : ι → ℝ) : ℝ := -(1 / β) * Real.log (partition β U)

/-- The average of the observable `x` with weights `p`. -/
def mean (p x : ι → ℝ) : ℝ := ∑ i, p i * x i

/-- The `n`-th central moment of the observable `x` with weights `p`. -/
def centralMoment (n : ℕ) (p x : ι → ℝ) : ℝ := ∑ i, p i * (x i - mean p x) ^ n

/-- The partition function of a nonempty state space is positive. -/
theorem partition_pos [Nonempty ι] (β : ℝ) (U : ι → ℝ) : 0 < partition β U :=
  Finset.sum_pos (fun _ _ => Real.exp_pos _) Finset.univ_nonempty

/-- **Zwanzig identity**: the ratio of the perturbed to the reference partition function is
the reference average of `exp(-β dU)`. -/
theorem zwanzig_identity (β : ℝ) (U dU : ι → ℝ) :
    partition β (fun i => U i + dU i) / partition β U =
      mean (thermalWeight β U) (fun i => Real.exp (-(β * dU i))) := by
  -- the Boltzmann factor of the perturbed system factorises
  have h : partition β (fun i => U i + dU i) =
      ∑ i, Real.exp (-(β * U i)) * Real.exp (-(β * dU i)) := by
    unfold partition
    refine Finset.sum_congr rfl fun i _ => ?_
    rw [← Real.exp_add]
    congr 1
    ring
  rw [h, Finset.sum_div]
  unfold mean thermalWeight
  exact Finset.sum_congr rfl fun i _ => by ring

/-- For `β ≠ 0` and a nonempty state space, the free-energy difference `ΔF` between the
perturbed and the reference system obeys `exp(-β ΔF) = ⟨exp(-β dU)⟩₀`. -/
theorem exp_freeEnergy_difference [Nonempty ι] {β : ℝ} (hβ : β ≠ 0) (U dU : ι → ℝ) :
    Real.exp (-(β * (freeEnergy β (fun i => U i + dU i) - freeEnergy β U))) =
      mean (thermalWeight β U) (fun i => Real.exp (-(β * dU i))) := by
  have e : 1 / β * β = 1 := one_div_mul_cancel hβ
  have h : -(β * (freeEnergy β (fun i => U i + dU i) - freeEnergy β U)) =
      Real.log (partition β (fun i => U i + dU i)) - Real.log (partition β U) := by
    unfold freeEnergy
    linear_combination (Real.log (partition β (fun i => U i + dU i)) -
      Real.log (partition β U)) * e
  rw [h, Real.exp_sub, Real.exp_log (partition_pos _ _), Real.exp_log (partition_pos _ _),
    zwanzig_identity]

/-- Reweighting: on a nonempty state space, the average of `A` in the perturbed ensemble is
`⟨A exp(-β dU)⟩₀ / ⟨exp(-β dU)⟩₀`, with both averages in the reference ensemble. -/
theorem reweighting [Nonempty ι] (β : ℝ) (U dU A : ι → ℝ) :
    mean (thermalWeight β (fun i => U i + dU i)) A =
      mean (thermalWeight β U) (fun i => A i * Real.exp (-(β * dU i))) /
        mean (thermalWeight β U) (fun i => Real.exp (-(β * dU i))) := by
  have h0 := (partition_pos β U).ne'
  have h1 := (partition_pos β (fun i => U i + dU i)).ne'
  rw [← zwanzig_identity β U dU]
  unfold mean thermalWeight
  rw [Finset.sum_div]
  refine Finset.sum_congr rfl fun i _ => ?_
  have h : Real.exp (-(β * (U i + dU i))) =
      Real.exp (-(β * U i)) * Real.exp (-(β * dU i)) := by
    rw [← Real.exp_add]
    congr 1
    ring
  rw [h]
  field_simp

/-- The Boltzmann factor `exp(-b y)` agrees with its third-order Taylor polynomial up to
`O(b⁴)` as `b → 0`. -/
theorem exp_remainder (y : ℝ) :
    (fun b : ℝ => Real.exp (-(b * y)) - (1 - b * y + (b * y) ^ 2 / 2 - (b * y) ^ 3 / 6))
      =O[𝓝 0] fun b : ℝ => b ^ 4 := by
  have h : (fun t : ℝ => Real.exp t - (1 + t + t ^ 2 / 2 + t ^ 3 / 6))
      =O[𝓝 0] fun t : ℝ => t ^ 4 := by
    refine IsBigO.of_bound 1 ?_
    filter_upwards [Metric.closedBall_mem_nhds (0 : ℝ) one_pos] with t ht
    have ht' : |t| ≤ 1 := by simpa using ht
    have hb := Real.exp_bound ht' (n := 4) (by norm_num)
    have hs : ∑ m ∈ Finset.range 4, t ^ m / (m.factorial : ℝ) =
        1 + t + t ^ 2 / 2 + t ^ 3 / 6 := by
      norm_num [Finset.sum_range_succ, Nat.factorial]
    rw [hs] at hb
    rw [Real.norm_eq_abs, Real.norm_eq_abs, abs_pow, one_mul]
    exact hb.trans (mul_le_of_le_one_right (by positivity) (by norm_num [Nat.factorial]))
  have hlim : Tendsto (fun b : ℝ => -(b * y)) (𝓝 0) (𝓝 0) := by
    have hc : Continuous (fun b : ℝ => -(b * y)) := by fun_prop
    simpa using hc.tendsto 0
  have h2 : (fun b : ℝ => (-(b * y)) ^ 4) =O[𝓝 0] fun b : ℝ => b ^ 4 :=
    ((isBigO_refl (fun b : ℝ => b ^ 4) (𝓝 0)).const_mul_left (y ^ 4)).congr_left
      (fun b => by ring)
  exact ((h.comp_tendsto hlim).trans h2).congr_left
    (fun b => by simp only [Function.comp_apply]; ring)

/-- The logarithm satisfies `ln(1 + u) = u + O(u²)` as `u → 0`. -/
theorem log_remainder :
    (fun u : ℝ => Real.log (1 + u) - u) =O[𝓝 0] fun u : ℝ => u ^ 2 := by
  refine IsBigO.of_bound 2 ?_
  filter_upwards [Metric.closedBall_mem_nhds (0 : ℝ) (by norm_num : (0 : ℝ) < 1 / 2)]
    with u hu
  have hu' : |u| ≤ 1 / 2 := by simpa using hu
  have hl := (abs_le.mp hu').1
  have hpos : 0 < 1 + u := by linarith
  have hup := Real.log_le_sub_one_of_pos hpos
  have hlo := Real.log_le_sub_one_of_pos (inv_pos.mpr hpos)
  rw [Real.log_inv] at hlo
  have hinv : (1 + u)⁻¹ ≤ 1 - u + 2 * u ^ 2 := by
    rw [inv_le_iff_one_le_mul₀ hpos]
    nlinarith [mul_nonneg (sq_nonneg u) (by linarith : 0 ≤ 1 + 2 * u)]
  rw [Real.norm_eq_abs, Real.norm_eq_abs, abs_of_nonneg (sq_nonneg u), abs_le]
  constructor <;> nlinarith [sq_nonneg u]

/-- For weights summing to one, `ln⟨exp(-b x)⟩` equals `-b k₁ + b² k₂/2 - b³ k₃/6` up to
`O(b⁴)` as `b → 0`, with `k₁` the mean and `k₂`, `k₃` the central moments of `x`. -/
theorem log_mean_exp_expansion (p x : ι → ℝ) (hp : ∑ i, p i = 1) :
    (fun b : ℝ => Real.log (mean p (fun i => Real.exp (-(b * x i)))) -
      (-(b * mean p x) + b ^ 2 * centralMoment 2 p x / 2 - b ^ 3 * centralMoment 3 p x / 6))
      =O[𝓝 0] fun b : ℝ => b ^ 4 := by
  have hy : ∑ i, p i * (x i - mean p x) = 0 := by
    simp only [mul_sub, Finset.sum_sub_distrib, ← Finset.sum_mul, hp, one_mul]
    exact sub_self _
  -- `1 + u b` is the exponential average of the energy measured from its mean
  let u : ℝ → ℝ := fun b => ∑ i, p i * Real.exp (-(b * (x i - mean p x))) - 1
  have h1 : (fun b => u b - (b ^ 2 * centralMoment 2 p x / 2 -
      b ^ 3 * centralMoment 3 p x / 6)) =O[𝓝 0] fun b : ℝ => b ^ 4 := by
    have hs := IsBigO.sum (s := Finset.univ) fun i (_ : i ∈ Finset.univ) =>
      (exp_remainder (x i - mean p x)).const_mul_left (p i)
    refine hs.congr_left fun b => ?_
    have hsum : ∑ i, p i * (Real.exp (-(b * (x i - mean p x))) - (1 - b * (x i - mean p x) +
        (b * (x i - mean p x)) ^ 2 / 2 - (b * (x i - mean p x)) ^ 3 / 6)) =
        ∑ i, p i * Real.exp (-(b * (x i - mean p x))) - ∑ i, p i +
          b * ∑ i, p i * (x i - mean p x) - b ^ 2 / 2 * ∑ i, p i * (x i - mean p x) ^ 2 +
          b ^ 3 / 6 * ∑ i, p i * (x i - mean p x) ^ 3 := by
      simp only [Finset.mul_sum, ← Finset.sum_sub_distrib, ← Finset.sum_add_distrib]
      exact Finset.sum_congr rfl fun i _ => by ring
    simp only [u, centralMoment, Finset.sum_apply]
    rw [hsum, hp, hy]
    ring
  have p42 : (fun b : ℝ => b ^ 4) =O[𝓝 0] fun b : ℝ => b ^ 2 :=
    (isLittleO_pow_pow (by norm_num)).isBigO
  have p32 : (fun b : ℝ => b ^ 3) =O[𝓝 0] fun b : ℝ => b ^ 2 :=
    (isLittleO_pow_pow (by norm_num)).isBigO
  have h2 : u =O[𝓝 0] fun b : ℝ => b ^ 2 :=
    (((h1.trans p42).add ((isBigO_refl (fun b : ℝ => b ^ 2) (𝓝 0)).const_mul_left
      (centralMoment 2 p x / 2))).sub (p32.const_mul_left (centralMoment 3 p x / 6))).congr_left
      (fun b => by ring)
  have hsq : Tendsto (fun b : ℝ => b ^ 2) (𝓝 0) (𝓝 0) := by
    simpa using (continuous_pow 2 : Continuous fun b : ℝ => b ^ 2).tendsto 0
  have h3 : Tendsto u (𝓝 0) (𝓝 0) := h2.trans_tendsto hsq
  -- the quadratic error of the logarithm is of fourth order in `b`
  have h4 : (fun b => Real.log (1 + u b) - u b) =O[𝓝 0] fun b : ℝ => b ^ 4 :=
    ((log_remainder.comp_tendsto h3).trans (h2.pow 2)).congr_right (fun b => by ring)
  refine (h4.add h1).congr' ?_ EventuallyEq.rfl
  filter_upwards [h3.eventually (lt_mem_nhds (by norm_num : (-1 : ℝ) < 0))] with b hb
  have hne : 1 + u b ≠ 0 := by linarith
  have hm : mean p (fun i => Real.exp (-(b * x i))) =
      Real.exp (-(b * mean p x)) * (1 + u b) := by
    have hu : 1 + u b = ∑ i, p i * Real.exp (-(b * (x i - mean p x))) := by
      simp only [u]
      ring
    rw [hu, Finset.mul_sum]
    refine Finset.sum_congr rfl fun i _ => ?_
    have he : Real.exp (-(b * x i)) =
        Real.exp (-(b * mean p x)) * Real.exp (-(b * (x i - mean p x))) := by
      rw [← Real.exp_add]
      congr 1
      ring
    change p i * Real.exp (-(b * x i)) = _
    rw [he]
    ring
  rw [hm, Real.log_mul (Real.exp_ne_zero _) hne, Real.log_exp]
  ring

/-- **Zwanzig cumulant expansion**: for fixed weights summing to one,
`-(1/b) ln⟨exp(-b dU)⟩ = k₁ - b k₂/2 + b² k₃/6 + o(b²)` as `b → 0` through nonzero values,
with `k₁` the mean and `k₂`, `k₃` the central moments of `dU`. -/
theorem zwanzig_cumulant_expansion (p dU : ι → ℝ) (hp : ∑ i, p i = 1) :
    (fun b : ℝ => -(1 / b) * Real.log (mean p (fun i => Real.exp (-(b * dU i)))) -
      mean p dU + b * centralMoment 2 p dU / 2 - b ^ 2 * centralMoment 3 p dU / 6)
      =o[𝓝[≠] 0] fun b : ℝ => b ^ 2 := by
  have h := (isBigO_refl (fun b : ℝ => -(1 / b)) (𝓝[≠] 0)).mul
    ((log_mean_exp_expansion p dU hp).mono nhdsWithin_le_nhds)
  have h0 : (fun b : ℝ => b ^ 3) =o[𝓝 0] fun b : ℝ => b ^ 2 :=
    isLittleO_pow_pow (by norm_num)
  -- division by `b` lowers the error from fourth to third order
  have h3 : (fun b : ℝ => -(1 / b) * b ^ 4) =o[𝓝[≠] 0] fun b : ℝ => b ^ 2 := by
    refine (h0.mono nhdsWithin_le_nhds).neg_left.congr' ?_ EventuallyEq.rfl
    filter_upwards [self_mem_nhdsWithin] with b hb
    have e : 1 / b * b = 1 := one_div_mul_cancel hb
    linear_combination b ^ 3 * e
  refine (h.trans_isLittleO h3).congr' ?_ EventuallyEq.rfl
  filter_upwards [self_mem_nhdsWithin] with b hb
  have e : 1 / b * b = 1 := one_div_mul_cancel hb
  linear_combination (-mean p dU + b * centralMoment 2 p dU / 2 -
    b ^ 2 * centralMoment 3 p dU / 6) * e

/-- At fixed `β ≠ 0` on a nonempty state space, switching on `lam * dU` changes the free energy
by `lam k₁ - β lam² k₂/2 + β² lam³ k₃/6 + O(lam⁴)` as `lam → 0`, with the mean `k₁` and the
central moments `k₂`, `k₃` of `dU` taken in the reference ensemble. -/
theorem freeEnergy_coupling_expansion [Nonempty ι] {β : ℝ} (hβ : β ≠ 0) (U dU : ι → ℝ) :
    (fun lam : ℝ => freeEnergy β (fun i => U i + lam * dU i) - freeEnergy β U -
      (lam * mean (thermalWeight β U) dU
        - β * lam ^ 2 * centralMoment 2 (thermalWeight β U) dU / 2
        + β ^ 2 * lam ^ 3 * centralMoment 3 (thermalWeight β U) dU / 6))
      =O[𝓝 0] fun lam : ℝ => lam ^ 4 := by
  have hp : ∑ i, thermalWeight β U i = 1 := by
    unfold thermalWeight
    rw [← Finset.sum_div]
    exact div_self (partition_pos β U).ne'
  have hlim : Tendsto (fun lam : ℝ => β * lam) (𝓝 0) (𝓝 0) := by
    have hc : Continuous (fun lam : ℝ => β * lam) := by fun_prop
    simpa using hc.tendsto 0
  have h2 : (fun lam : ℝ => (β * lam) ^ 4) =O[𝓝 0] fun lam : ℝ => lam ^ 4 :=
    ((isBigO_refl (fun lam : ℝ => lam ^ 4) (𝓝 0)).const_mul_left (β ^ 4)).congr_left
      (fun lam => by ring)
  have h := ((log_mean_exp_expansion (thermalWeight β U) dU hp).comp_tendsto hlim).trans h2
  refine (h.const_mul_left (-(1 / β))).congr_left fun lam => ?_
  -- the logarithm of the exponential average is `-β ΔF`
  have hz := congrArg Real.log (exp_freeEnergy_difference hβ U (fun i => lam * dU i))
  rw [Real.log_exp] at hz
  have hm : (fun i => Real.exp (-(β * lam * dU i))) =
      fun i => Real.exp (-(β * (lam * dU i))) := by
    funext i
    rw [mul_assoc]
  simp only [Function.comp_apply]
  rw [hm, ← hz]
  have e : 1 / β * β = 1 := one_div_mul_cancel hβ
  generalize freeEnergy β (fun i => U i + lam * dU i) - freeEnergy β U = D
  linear_combination (D - lam * mean (thermalWeight β U) dU
    + β * lam ^ 2 * centralMoment 2 (thermalWeight β U) dU / 2
    - β ^ 2 * lam ^ 3 * centralMoment 3 (thermalWeight β U) dU / 6) * e

end

end FreeEnergyPerturbation
```

```lean
#print axioms FreeEnergyPerturbation.reweighting
#print axioms FreeEnergyPerturbation.zwanzig_cumulant_expansion
#print axioms FreeEnergyPerturbation.freeEnergy_coupling_expansion
```

```
'FreeEnergyPerturbation.reweighting' depends on axioms: [propext, Classical.choice, Quot.sound]
'FreeEnergyPerturbation.zwanzig_cumulant_expansion' depends on axioms: [propext, Classical.choice, Quot.sound]
'FreeEnergyPerturbation.freeEnergy_coupling_expansion' depends on axioms: [propext, Classical.choice, Quot.sound]
```

The first three theorems after the definitions' positivity lemma `partition_pos` are the exact identities. `zwanzig_identity` splits the exponential with `Real.exp_add` and divides the sum term by term. `exp_freeEnergy_difference` turns the free energies back into partition functions, and `reweighting` cancels the two normalisations.

Two lemmas supply the Taylor errors. `exp_remainder` takes Mathlib's bound on the exponential series for $|t|\le1$ and substitutes $t=-by$. `log_remainder` uses $\ln z\le z-1$ twice, at $z=1+u$ and at $z=1/(1+u)$, which traps $\ln(1+u)$ between $u-2u^2$ and $u$ for $|u|\le1/2$.

`log_mean_exp_expansion` then follows the calculation above. Its `hy` is the vanishing linear term, `h1` adds up the exponential remainders over the states, `h2` is $u=O(b^2)$, and `h4` is the logarithm's error of order $b^4$. The last part restores the factor $e^{-bk_1}$; it needs $1+u\neq0$ to split the logarithm of the product, and this holds once $b$ is small enough.

The main theorem multiplies this result by $-1/b$. The coupling theorem substitutes $b=\beta\lambda$ and uses the logarithm of `exp_freeEnergy_difference` to recognise $-\beta\Delta F$.

In a first-principles free-energy calculation, $U$ may be a cheap potential and $U+dU$ the density-functional energy of the same nuclear configuration; the theorems treat this correction for classical nuclei on a finite set of configurations. One runs a trajectory that samples the canonical ensemble of the cheap potential at the chosen $\beta$, recomputes the energy of frames taken at regular intervals with the electronic-structure method, and takes the moments of the differences. Suppose $\beta=40\ \mathrm{eV}^{-1}$, close to room temperature, and the frames give $k_1=0.100\ \mathrm{eV}$, $k_2=1.0\times10^{-3}\ \mathrm{eV}^2$ and $k_3=7.5\times10^{-6}\ \mathrm{eV}^3$. At $\lambda=1$ the three terms are $0.100$, $-0.020$ and $+0.002\ \mathrm{eV}$, so the estimate is $\Delta F\approx0.082\ \mathrm{eV}$. The expansion describes the limit $\lambda\to0$ and puts no numerical bound on the error of this estimate.
